# Among finitely many structures, one can be the unique cluster-expansion ground state exactly when its correlations lie outside the convex hull of the others

Take three spin chains: all up, alternating, and all down. Their mean spins are $1$, $0$ and $-1$. If the energy per site is $Jx$, with $x$ the mean spin, the three energies are $J$, $0$ and $-J$. The alternating chain is never strictly lowest, because its energy is the average of the other two.

Now add the nearest-neighbour pair correlation. The vectors become $(1,1)$, $(0,-1)$ and $(-1,1)$, and the alternating chain has left the segment joining the other two. The interactions $J=(0,1)$ give energies $1$, $-1$ and $1$, so it is now the unique ground state.

## Energies and reachable structures

In general, let $i$ label the structures and $j$ the clusters. Both label sets, `ι` and `n` in Lean, are finite.

```lean
import Mathlib

open Set

namespace ClusterExpansionGroundStates

variable {ι n : Type*} [Fintype ι] [Fintype n]
```

Structure $i$ has correlation vector $c_i$, and the energy of a vector $x$ is $E_J(x)=\sum_j J_jx_j$, with the cluster multiplicities absorbed into $J$.

```lean
/-- The cluster-expansion energy of a correlation vector `x` for interactions `J`, with the
cluster multiplicities absorbed into `J`. -/
def energy (J x : n → ℝ) : ℝ := dotProduct J x
```

Structure $k$ is a strict ground state when $E_J(c_k)<E_J(c_i)$ for every $i\ne k$. The competition is only among the listed structures, not all configurations of a lattice.

```lean
/-- Structure `k` is the strict ground state for interactions `J`: every other structure has a
higher energy. -/
def IsStrictGroundState (c : ι → n → ℝ) (J : n → ℝ) (k : ι) : Prop :=
  ∀ i, i ≠ k → energy J (c k) < energy J (c i)
```

It is reachable if some real vector $J$ achieves this. The signs and sizes of the interactions are unrestricted, but their range is limited by the fixed list of clusters. A point interaction, if included, acts as a field or chemical potential.

```lean
/-- Structure `k` is reachable if some choice of interactions makes it the strict ground state. -/
def Reachable (c : ι → n → ℝ) (k : ι) : Prop :=
  ∃ J : n → ℝ, IsStrictGroundState c J k
```

The energy is linear: $E_J(x+y)=E_J(x)+E_J(y)$ and $E_J(ax)=aE_J(x)$.

```lean
/-- The cluster-expansion energy is linear in the correlations. -/
theorem energy_linear (J : n → ℝ) : IsLinearMap ℝ (energy J) :=
  ⟨fun x y => dotProduct_add J x y, fun a x => dotProduct_smul a J x⟩
```

Exchanging the sums over clusters and structures gives
$$E_J\Big(\sum_i w_ic_i\Big)=\sum_j J_j\sum_i w_i(c_i)_j=\sum_i w_iE_J(c_i).$$

```lean
/-- The energy of a weighted mixture of structures is the weighted sum of their energies. -/
theorem energy_mixture (J : n → ℝ) (c : ι → n → ℝ) (w : ι → ℝ) :
    energy J (∑ i, w i • c i) = ∑ i, w i * energy J (c i) := by
  simp only [energy, dotProduct, Finset.sum_apply, Pi.smul_apply, smul_eq_mul, Finset.mul_sum]
  rw [Finset.sum_comm]
  exact Finset.sum_congr rfl fun i _ => Finset.sum_congr rfl fun j _ => by ring
```

## Separating a structure from its competitors

Let $H$ be the convex hull of the vectors $c_i$ with $i\ne k$, written `convexHull ℝ (c '' {i | i ≠ k})`. The claim is that $k$ is reachable if and only if $c_k\notin H$.

If $k$ is a strict ground state, all its competitors lie in the half-space $E_J(x)>E_J(c_k)$. This half-space is convex, so it contains $H$ but not $c_k$.

Conversely, let $c_k\notin H$. If there are no competitors, any $J$ works. Otherwise $H$ is closed and has a point $p$ nearest to $c_k$; set $J=p-c_k\ne0$. For $y\in H$ we have $J\cdot(y-p)\ge0$, since otherwise a small step from $p$ towards $y$ would come closer to $c_k$. Hence
$$J\cdot y\ge J\cdot p=J\cdot c_k+|J|^2>J\cdot c_k.$$

The Lean proof takes a separating linear functional $f$ from the Hahn–Banach theorem instead, and reads off the interactions as its values on the unit vectors.

```lean
/-- Among finitely many structures, structure `k` is the strict ground state for some interactions
if and only if its correlation vector is not in the convex hull of those of the others. -/
theorem reachable_iff_notMem_convexHull (c : ι → n → ℝ) (k : ι) :
    Reachable c k ↔ c k ∉ convexHull ℝ (c '' {i | i ≠ k}) := by
  classical
  constructor
  · -- the other structures, hence their hull, lie in an open half-space that excludes `c k`
    rintro ⟨J, hJ⟩ hmem
    have hsub : convexHull ℝ (c '' {i | i ≠ k}) ⊆ {x | energy J (c k) < energy J x} := by
      refine convexHull_min ?_ (convex_halfSpace_gt (energy_linear J) _)
      rintro _ ⟨i, hi, rfl⟩
      exact hJ i hi
    exact lt_irrefl (energy J (c k)) (hsub hmem)
  · -- a hyperplane separates `c k` from the closed hull
    intro hk
    have hclosed : IsClosed (convexHull ℝ (c '' {i | i ≠ k})) :=
      (Set.toFinite (c '' {i | i ≠ k})).isClosed_convexHull ℝ
    obtain ⟨f, u, hfk, hfu⟩ :=
      geometric_hahn_banach_point_closed (convex_convexHull ℝ _) hclosed hk
    -- the interactions are the components of the separating functional
    let J : n → ℝ := fun i => f (fun j => if i = j then 1 else 0)
    have hJ : ∀ x, energy J x = f x := by
      intro x
      have h := LinearMap.pi_apply_eq_sum_univ (f : (n → ℝ) →ₗ[ℝ] ℝ) x
      simp only [ContinuousLinearMap.coe_coe, smul_eq_mul] at h
      rw [h]
      exact Finset.sum_congr rfl fun i _ => mul_comm _ _
    refine ⟨J, fun i hi => ?_⟩
    rw [hJ, hJ]
    exact hfk.trans (hfu _ (subset_convexHull ℝ _ ⟨i, hi, rfl⟩))
```

## Mixtures as certificates of unreachability

Suppose $c_k=\sum_i w_ic_i$ with $w_i\ge0$ and $\sum_i w_i=1$, and let $k$ be a ground state, ties allowed. Then
$$\sum_i w_i\,[E_J(c_i)-E_J(c_k)]=0.$$
Every term is nonnegative, so every term vanishes. Each structure with $w_i>0$ is therefore degenerate with $k$.

```lean
/-- If the correlations of a ground state `k` are a weighted average of those of a set of
structures, then every structure with positive weight has the same energy as `k`. -/
theorem degenerate_of_mixture (c : ι → n → ℝ) (J : n → ℝ) (k : ι) (w : ι → ℝ)
    (hw : ∀ i, 0 ≤ w i) (hsum : ∑ i, w i = 1) (hmix : ∑ i, w i • c i = c k)
    (hground : ∀ i, energy J (c k) ≤ energy J (c i)) (i : ι) (hi : 0 < w i) :
    energy J (c i) = energy J (c k) := by
  -- the weighted excess energies are nonnegative and add up to zero
  have hzero : ∑ j, w j * (energy J (c j) - energy J (c k)) = 0 := by
    simp only [mul_sub, Finset.sum_sub_distrib]
    rw [← energy_mixture, hmix, ← Finset.sum_mul, hsum, one_mul, sub_self]
  have hall := (Finset.sum_eq_zero_iff_of_nonneg
    (fun j _ => mul_nonneg (hw j) (sub_nonneg.2 (hground j)))).1 hzero i (Finset.mem_univ i)
  rcases mul_eq_zero.1 hall with h | h
  · exact absurd h hi.ne'
  · exact sub_eq_zero.1 h
```

Unreachability is equivalent to the existence of such weights with $w_k=0$. If $k$ is unreachable, then $c_k\in H$. The weighted averages of the competitors form a convex set containing each of them, hence all of $H$, and this supplies the weights. Conversely, given the weights, a strict ground state $k$ would be degenerate with any competitor of positive weight. All weights would then vanish, contradicting their sum of one.

For example, add the chain ↑↑↓↓ to the opening list. Its mean spin and nearest-neighbour correlation both vanish, and
$$(0,0)=\tfrac14(1,1)+\tfrac14(-1,1)+\tfrac12(0,-1),$$
so it is unreachable. It can tie for lowest only if $J_1+J_2=-J_1+J_2=-J_2=0$, that is, $J=0$. A second-neighbour correlation, equal to $-1$ here and $1$ for the other three, makes it reachable with $J=(0,0,1)$.

For a truncated cluster expansion compared over a finite list of structures, such weights show that refitting the same interactions cannot make the structure the unique ground state.

```lean
/-- A structure is unreachable if and only if its correlations are a weighted average of the
correlations of the other structures. -/
theorem not_reachable_iff_mixture (c : ι → n → ℝ) (k : ι) :
    ¬ Reachable c k ↔ ∃ w : ι → ℝ, (∀ i, 0 ≤ w i) ∧ w k = 0 ∧ ∑ i, w i = 1 ∧
      ∑ i, w i • c i = c k := by
  classical
  constructor
  · intro h
    rw [reachable_iff_notMem_convexHull, not_not] at h
    -- the weighted averages form a convex set that contains the other structures
    have hsub : convexHull ℝ (c '' {i | i ≠ k}) ⊆ {x | ∃ w : ι → ℝ, (∀ i, 0 ≤ w i) ∧
        w k = 0 ∧ ∑ i, w i = 1 ∧ ∑ i, w i • c i = x} := by
      refine convexHull_min ?_ ?_
      · rintro _ ⟨i, hi, rfl⟩
        refine ⟨fun j => if j = i then 1 else 0, fun j => ?_, if_neg (Ne.symm hi), ?_, ?_⟩
        · dsimp only
          split_ifs <;> norm_num
        · simp
        · simp [ite_smul]
      · intro x hx y hy a b ha hb hab
        obtain ⟨w, w0, wk, w1, rfl⟩ := hx
        obtain ⟨v, v0, vk, v1, rfl⟩ := hy
        refine ⟨fun i => a * w i + b * v i,
          fun i => add_nonneg (mul_nonneg ha (w0 i)) (mul_nonneg hb (v0 i)), ?_, ?_, ?_⟩
        · simp [wk, vk]
        · rw [Finset.sum_add_distrib, ← Finset.mul_sum, ← Finset.mul_sum, w1, v1]
          linarith
        · simp only [add_smul, mul_smul, Finset.sum_add_distrib, Finset.smul_sum]
    exact hsub h
  · rintro ⟨w, w0, wk, w1, hmix⟩ ⟨J, hJ⟩
    have hground : ∀ i, energy J (c k) ≤ energy J (c i) := by
      intro i
      by_cases hi : i = k
      · rw [hi]
      · exact (hJ i hi).le
    -- no other structure can carry weight, yet the weights add up to one
    have hz : ∀ i, w i = 0 := by
      intro i
      by_contra hne
      have hik : i ≠ k := fun h => hne (h ▸ wk)
      have hpos : 0 < w i := lt_of_le_of_ne (w0 i) (Ne.symm hne)
      exact (hJ i hik).ne' (degenerate_of_mixture c J k w w0 w1 hmix hground i hpos)
    simp [hz] at w1
```

## Reachable structures as unshared vertices

Let $k$ be a strict ground state and $x=\sum_i w_ic_i$ a point of the full hull. If some $i\ne k$ has positive weight, then $E_J(x)>E_J(c_k)$; otherwise $x=c_k$. Lean proves this by showing that the points satisfying one of these two alternatives form a convex set containing every $c_i$.

```lean
omit [Fintype ι] in
/-- A strict ground state has lower energy than every other point of the convex hull of all
correlation vectors. -/
theorem energy_lt_of_mem_hull {c : ι → n → ℝ} {J : n → ℝ} {k : ι}
    (hJ : IsStrictGroundState c J k) {x : n → ℝ} (hx : x ∈ convexHull ℝ (range c))
    (hne : x ≠ c k) : energy J (c k) < energy J x := by
  have hsub : convexHull ℝ (range c) ⊆ {x | x = c k ∨ energy J (c k) < energy J x} := by
    refine convexHull_min ?_ ?_
    · rintro _ ⟨i, rfl⟩
      by_cases hi : i = k
      · exact Or.inl (by rw [hi])
      · exact Or.inr (hJ i hi)
    · intro x hx y hy a b ha hb hab
      rcases ha.eq_or_lt with h | ha
      · have hb1 : b = 1 := by linarith
        simpa [← h, hb1] using hy
      rcases hb.eq_or_lt with h | hb
      · have ha1 : a = 1 := by linarith
        simpa [← h, ha1] using hx
      have hE : energy J (a • x + b • y) = a * energy J x + b * energy J y := by
        rw [(energy_linear J).map_add, (energy_linear J).map_smul, (energy_linear J).map_smul,
          smul_eq_mul, smul_eq_mul]
      have hk : energy J (c k) = a * energy J (c k) + b * energy J (c k) := by
        rw [← add_mul, hab, one_mul]
      rcases hx with rfl | hx
      · rcases hy with rfl | hy
        · exact Or.inl (by rw [← add_smul, hab, one_smul])
        · refine Or.inr ?_
          rw [hE]
          linarith [mul_lt_mul_of_pos_left hy hb]
      · have hy' : energy J (c k) ≤ energy J y := by
          rcases hy with rfl | hy
          · exact le_rfl
          · exact hy.le
        refine Or.inr ?_
        rw [hE]
        linarith [mul_lt_mul_of_pos_left hx ha, mul_le_mul_of_nonneg_left hy' hb.le]
  exact (hsub hx).resolve_left hne
```

A vertex, in Lean a member of `extremePoints`, is a point of the hull that lies strictly between no two other hull points. Suppose $k$ is a strict ground state and $c_k=ax+by$, with $x,y$ in the hull, $a,b>0$, $a+b=1$ and $x\ne c_k$. Then
$$E_J(c_k)=aE_J(x)+bE_J(y)>E_J(c_k),$$
which is impossible, so $c_k$ is a vertex. No other structure shares its correlations, since equal correlations give equal energies.

Conversely, let $c_k$ be an unshared vertex. If it lay in $H$, it would be a vertex of that smaller hull too. The vertices of $H$ are among the competitors' vectors, so some $c_i$ with $i\ne k$ would equal $c_k$, a contradiction. Hence $c_k\notin H$, and $k$ is reachable.

```lean
/-- A structure is reachable if and only if it is a vertex of the convex hull of all correlation
vectors and no other structure has the same correlations. -/
theorem reachable_iff_vertex (c : ι → n → ℝ) (k : ι) :
    Reachable c k ↔ c k ∈ (convexHull ℝ (range c)).extremePoints ℝ ∧
      ∀ i, i ≠ k → c i ≠ c k := by
  constructor
  · rintro ⟨J, hJ⟩
    refine ⟨mem_extremePoints_iff_left.2 ⟨subset_convexHull ℝ _ ⟨k, rfl⟩, ?_⟩,
      fun i hi h => (hJ i hi).ne (by rw [h])⟩
    intro x hx y hy hseg
    by_contra hne
    obtain ⟨a, b, ha, hb, hab, hxy⟩ := hseg
    have h1 := energy_lt_of_mem_hull hJ hx hne
    have h2 : energy J (c k) ≤ energy J y := by
      by_cases h : y = c k
      · rw [h]
      · exact (energy_lt_of_mem_hull hJ hy h).le
    -- an average of energies, one of them above the minimum, exceeds the minimum
    have hE : energy J (c k) = a * energy J x + b * energy J y := by
      rw [← hxy, (energy_linear J).map_add, (energy_linear J).map_smul,
        (energy_linear J).map_smul, smul_eq_mul, smul_eq_mul]
    have hk : energy J (c k) = a * energy J (c k) + b * energy J (c k) := by
      rw [← add_mul, hab, one_mul]
    linarith [mul_lt_mul_of_pos_left h1 ha, mul_le_mul_of_nonneg_left h2 hb.le]
  · rintro ⟨hext, hne⟩
    rw [reachable_iff_notMem_convexHull]
    intro hmem
    -- a vertex of the full hull inside the smaller hull would be one of the other structures
    have hv := inter_extremePoints_subset_extremePoints_of_subset
      (convexHull_mono (image_subset_range c {i | i ≠ k})) ⟨hmem, hext⟩
    obtain ⟨i, hi, h⟩ := extremePoints_convexHull_subset hv
    exact hne i hi h

end ClusterExpansionGroundStates
```

```lean
#print axioms ClusterExpansionGroundStates.reachable_iff_notMem_convexHull
#print axioms ClusterExpansionGroundStates.not_reachable_iff_mixture
#print axioms ClusterExpansionGroundStates.reachable_iff_vertex
```

```
'ClusterExpansionGroundStates.reachable_iff_notMem_convexHull' depends on axioms: [propext, Classical.choice, Quot.sound]
'ClusterExpansionGroundStates.not_reachable_iff_mixture' depends on axioms: [propext, Classical.choice, Quot.sound]
'ClusterExpansionGroundStates.reachable_iff_vertex' depends on axioms: [propext, Classical.choice, Quot.sound]
```
